# Exactly one increasing C¹ change of coordinate carries one continuous positive probability density on [0,1] to another

The free-energy profile along a coordinate x is F(x) = −kT log p(x), where p is the equilibrium probability density of x and kT is the thermal energy. Relabelling x changes the density, and therefore the profile, although the ensemble stays the same. How far can a profile be altered in this way? The problems below settle this for one coordinate scaled to [0,1], with densities that are continuous and strictly positive up to both ends.

The letter T alone always denotes a coordinate map, never the temperature; `kT` is a single real number.

```lean
import Mathlib

open Set

namespace ProfileCoordinateChange

noncomputable section
```

A density p is continuous and positive on [0,1] and has unit integral. Positivity at every point means that the profile is finite everywhere on [0,1], so forbidden regions inside the interval are excluded. Hard walls that merely confine the coordinate to [0,1] are allowed.

```lean
/-- A probability density on `[0,1]` that is continuous and strictly positive there. -/
structure IsDensity (p : ℝ → ℝ) : Prop where
  cont : ContinuousOn p (Icc 0 1)
  pos : ∀ x ∈ Icc (0 : ℝ) 1, 0 < p x
  mass : ∫ t in (0 : ℝ)..1, p t = 1
```

The accumulated probability is written C_p(x) = ∫₀ˣ p(t) dt, and is called `cumul p` in Lean.

```lean
/-- The probability accumulated between `0` and `x`. -/
def cumul (p : ℝ → ℝ) (x : ℝ) : ℝ := ∫ t in (0 : ℝ)..x, p t
```

A change of coordinate is a strictly increasing bijection T of [0,1] with a continuous derivative T′, one-sided at the ends. Lean treats T and T′ as two functions on the real line, tied together by the field `deriv`. Only their values on [0,1] matter.

```lean
/-- A change of coordinate: `T` is an increasing bijection of `[0,1]` with continuous
derivative `T'`, one-sided at the end points. -/
structure IsCoordChange (T T' : ℝ → ℝ) : Prop where
  mono : StrictMonoOn T (Icc 0 1)
  bij : BijOn T (Icc 0 1) (Icc 0 1)
  deriv : ∀ x ∈ Icc (0 : ℝ) 1, HasDerivWithinAt T (T' x) (Icc 0 1) x
  cont : ContinuousOn T' (Icc 0 1)
```

Probability in a small interval is preserved when q(T(x)) T′(x) = p(x). In that case T is said to carry p to q.

```lean
/-- The change of coordinate `T` carries the density `p` to `q`: `q(T(x)) T'(x) = p(x)`
on `[0,1]`. -/
def Carries (p q T : ℝ → ℝ) : Prop :=
  ∃ T' : ℝ → ℝ, IsCoordChange T T' ∧ ∀ x ∈ Icc (0 : ℝ) 1, q (T x) * T' x = p x
```

## (a) A density extended to the whole line

Given a density p, find a continuous function P on the real line and a constant m such that

P = p and C_P = C_p on [0,1], P ≥ m > 0 and C_P′ = P everywhere,

and show that C_P is strictly increasing.

**Solution.** On the compact interval [0,1], p attains its minimum m = p(a), which is positive. Freeze p at its boundary values:

P(x) = p(max(0, min(1, x))).

This function is continuous, is at least m, and equals p on [0,1]. For x in [0,1] the integral C_P(x) uses only points of [0,x], so it equals C_p(x). The fundamental theorem of calculus gives C_P′ = P, and a positive derivative makes C_P strictly increasing.

In the Lean proof, `hlow` is the lower bound and `hd` the derivative. The extension provides two-sided derivatives even at 0 and 1.

```lean
/-- A continuous positive density on `[0,1]` extends to a continuous function on the line,
bounded below by a positive constant, whose cumulative integral is differentiable and strictly
increasing and agrees with that of the density on `[0,1]`. -/
theorem exists_extension {p : ℝ → ℝ} (hp : IsDensity p) :
    ∃ P : ℝ → ℝ, Continuous P ∧ (∃ m, 0 < m ∧ ∀ x, m ≤ P x) ∧ EqOn P p (Icc 0 1) ∧
      EqOn (cumul P) (cumul p) (Icc 0 1) ∧ (∀ x, HasDerivAt (cumul P) (P x) x) ∧
      StrictMono (cumul P) := by
  obtain ⟨a, ha, hmin⟩ :=
    isCompact_Icc.exists_isMinOn (nonempty_Icc.2 (zero_le_one' ℝ)) hp.cont
  have hc : ∀ x : ℝ, max 0 (min 1 x) ∈ Icc (0 : ℝ) 1 := fun x =>
    ⟨le_max_left _ _, max_le zero_le_one (min_le_left _ _)⟩
  -- freeze the density at its boundary values outside the interval
  let P : ℝ → ℝ := fun x => p (max 0 (min 1 x))
  have hP : Continuous P := hp.cont.comp_continuous (by fun_prop) hc
  have hlow : ∀ x, p a ≤ P x := fun x => isMinOn_iff.1 hmin _ (hc x)
  have heq : EqOn P p (Icc 0 1) := by
    intro x hx
    show p (max 0 (min 1 x)) = p x
    rw [min_eq_right hx.2, max_eq_right hx.1]
  have hd : ∀ x, HasDerivAt (cumul P) (P x) x := fun x =>
    (hP.integral_hasStrictDerivAt 0 x).hasDerivAt
  refine ⟨P, hP, ⟨p a, hp.pos a ha, hlow⟩, heq, ?_, hd, ?_⟩
  · intro x hx
    refine intervalIntegral.integral_congr fun t ht => ?_
    rw [uIcc_of_le hx.1] at ht
    exact heq ⟨ht.1, ht.2.trans hx.2⟩
  · refine strictMono_of_deriv_pos fun x => ?_
    rw [(hd x).deriv]
    exact (hp.pos a ha).trans_le (hlow x)
```

## (b) Inverting the accumulated probability

Let Q ≥ m > 0 with C_Q′ = Q and C_Q strictly increasing. Find a continuous, strictly increasing G on the real line with

C_Q(G(y)) = y for every real y.

**Solution.** The function C_Q(x) − m x has derivative Q(x) − m ≥ 0 and vanishes at 0. Hence C_Q(x) ≥ m x for x ≥ 0, and C_Q(x) ≤ m x for x ≤ 0. So C_Q tends to +∞ on the right and to −∞ on the left, and by continuity it takes every real value. Being strictly increasing as well, it has an inverse G, which is increasing and has no jumps because its range is the whole line.

The comparison with the line m x is `hgrow`. Lean then packages C_Q as an order isomorphism `e`, whose inverse is automatically continuous.

```lean
/-- If the cumulative integral of `Q` is strictly increasing with derivative `Q`, and `Q` is
bounded below by a positive constant, then it has a continuous increasing inverse on the line. -/
theorem exists_quantile {Q : ℝ → ℝ} {m : ℝ} (hm : 0 < m) (hlow : ∀ x, m ≤ Q x)
    (hd : ∀ x, HasDerivAt (cumul Q) (Q x) x) (hmono : StrictMono (cumul Q)) :
    ∃ G : ℝ → ℝ, Continuous G ∧ StrictMono G ∧ ∀ y, cumul Q (G y) = y := by
  have h0 : cumul Q 0 = 0 := by simp [cumul]
  have hd' : ∀ x, HasDerivAt (fun x => cumul Q x - m * x) (Q x - m) x := fun x => by
    simpa using (hd x).fun_sub ((hasDerivAt_id' x).const_mul m)
  -- the cumulative integral grows at least as fast as a line of slope m
  have hgrow : Monotone (fun x => cumul Q x - m * x) := by
    refine monotone_of_deriv_nonneg (fun x => (hd' x).differentiableAt) fun x => ?_
    rw [(hd' x).deriv]
    exact sub_nonneg.2 (hlow x)
  have hcont : Continuous (cumul Q) :=
    continuous_iff_continuousAt.2 fun x => (hd x).continuousAt
  have ltop : Filter.Tendsto (fun x : ℝ => m * x) Filter.atTop Filter.atTop :=
    Filter.tendsto_id.const_mul_atTop hm
  have lbot : Filter.Tendsto (fun x : ℝ => m * x) Filter.atBot Filter.atBot :=
    Filter.tendsto_id.const_mul_atBot hm
  have hsurj : Function.Surjective (cumul Q) := by
    refine hcont.surjective (Filter.tendsto_atTop_mono' _ ?_ ltop)
      (Filter.tendsto_atBot_mono' _ ?_ lbot)
    · filter_upwards [Filter.eventually_ge_atTop (0 : ℝ)] with x hx
      have h := hgrow hx
      simp only [h0] at h
      linarith
    · filter_upwards [Filter.eventually_le_atBot (0 : ℝ)] with x hx
      have h := hgrow hx
      simp only [h0] at h
      linarith
  let e := StrictMono.orderIsoOfSurjective (cumul Q) hmono hsurj
  exact ⟨e.symm, e.symm.continuous, e.symm.strictMono, fun y => e.apply_symm_apply y⟩
```

## (c) Conservation of accumulated probability

Let S carry p to q. Show that, for x in [0,1],

C_q(S(x)) = C_p(x).

**Solution.** First, S(0) = 0: some y ≥ 0 has S(y) = 0, so 0 ≤ S(0) ≤ S(y) = 0. With P and Q the extensions of p and q from (a), the chain rule gives on [0,1]

d/dx [C_Q(S(x)) − C_P(x)] = q(S(x)) S′(x) − p(x) = 0.

The difference is therefore constant. At x = 0 it is C_Q(0) − C_P(0) = 0, so it vanishes throughout, and on [0,1] the extensions can be replaced by p and q.

Lean obtains constancy from `constant_of_has_deriv_right_zero`, which needs continuity and a zero derivative from the right.

```lean
/-- A change of coordinate that carries one continuous positive density to another conserves
the accumulated probability. -/
theorem cumul_conserved {p q S : ℝ → ℝ} (hp : IsDensity p) (hq : IsDensity q)
    (hS : Carries p q S) : ∀ x ∈ Icc (0 : ℝ) 1, cumul q (S x) = cumul p x := by
  obtain ⟨S', hc, he⟩ := hS
  obtain ⟨P, -, -, hPp, hPc, dP, -⟩ := exists_extension hp
  obtain ⟨Q, -, -, hQq, hQc, dQ, -⟩ := exists_extension hq
  have z : (0 : ℝ) ∈ Icc (0 : ℝ) 1 := ⟨le_rfl, zero_le_one⟩
  have hS0 : S 0 = 0 := by
    obtain ⟨y, hy, hy0⟩ := hc.bij.surjOn z
    have h1 := hc.mono.monotoneOn z hy hy.1
    exact le_antisymm (h1.trans hy0.le) (hc.bij.mapsTo z).1
  -- the difference of the two accumulated probabilities has zero derivative
  have hd : ∀ x ∈ Icc (0 : ℝ) 1,
      HasDerivWithinAt (fun x => cumul Q (S x) - cumul P x) 0 (Icc 0 1) x := by
    intro x hx
    have h := ((dQ (S x)).comp_hasDerivWithinAt x (hc.deriv x hx)).sub
      (dP x).hasDerivWithinAt
    have e : Q (S x) * S' x - P x = 0 := by
      rw [hQq (hc.bij.mapsTo hx), hPp hx, he x hx, sub_self]
    rw [e] at h
    exact h
  intro x hx
  have h := constant_of_has_deriv_right_zero (fun y hy => (hd y hy).continuousWithinAt)
    (fun y hy => (hd y ⟨hy.1, hy.2.le⟩).mono_of_mem_nhdsWithin
      (Filter.mem_of_superset (Icc_mem_nhdsGE hy.2) (Icc_subset_Icc_left hy.1))) x hx
  have hQ0 : cumul Q 0 = 0 := by simp [cumul]
  have hP0 : cumul P 0 = 0 := by simp [cumul]
  simp only [hS0, hQ0, hP0] at h
  rw [← hQc (hc.bij.mapsTo hx), ← hPc hx]
  linarith
```

## (d) Existence and uniqueness of the map

For densities p and q, find a change of coordinate T satisfying

q(T(x)) T′(x) = p(x) on [0,1],

and show that every other solution equals T on [0,1].

**Solution.** Take P and Q from (a) and the inverse G of C_Q from (b), and match equal accumulated probabilities:

T(x) = G(C_P(x)), so that C_Q(T(x)) = C_P(x).

T is continuous and strictly increasing. At x = 0 both sides vanish, so T(0) = 0; at x = 1 both equal 1, so T(1) = 1. By the intermediate value theorem T maps [0,1] onto itself. The inverse has derivative G′(y) = 1/Q(G(y)), hence

T′(x) = P(x)/Q(T(x)),

which is continuous and gives the required relation on [0,1].

If S is another solution, (c) gives C_q(S(x)) = C_p(x) = C_q(T(x)). Since C_q is strictly increasing on [0,1], S(x) = T(x).

The theorem states uniqueness as `EqOn S T (Icc 0 1)`, because Lean's functions also have values elsewhere. In the proof, `dG` is the inverse-function derivative and `hT` collects the properties of T.

```lean
/-- Between any two continuous positive probability densities on `[0,1]` there is exactly one
increasing, continuously differentiable change of coordinate that carries the first to the
second. -/
theorem exists_unique_coordinate {p q : ℝ → ℝ} (hp : IsDensity p) (hq : IsDensity q) :
    ∃ T, Carries p q T ∧ ∀ S, Carries p q S → EqOn S T (Icc 0 1) := by
  obtain ⟨P, cP, -, hPp, hPc, dP, mP⟩ := exists_extension hp
  obtain ⟨Q, cQ, ⟨m, hm, hlow⟩, hQq, hQc, dQ, mQ⟩ := exists_extension hq
  obtain ⟨G, cG, mG, hG⟩ := exists_quantile hm hlow dQ mQ
  have hne : ∀ x, Q x ≠ 0 := fun x => (hm.trans_le (hlow x)).ne'
  have z : (0 : ℝ) ∈ Icc (0 : ℝ) 1 := ⟨le_rfl, zero_le_one⟩
  have o : (1 : ℝ) ∈ Icc (0 : ℝ) 1 := ⟨zero_le_one, le_rfl⟩
  -- match equal accumulated probabilities
  let T : ℝ → ℝ := fun x => G (cumul P x)
  have mT : StrictMono T := mG.comp mP
  have cPc : Continuous (cumul P) :=
    continuous_iff_continuousAt.2 fun x => (dP x).continuousAt
  have cT : Continuous T := cG.comp cPc
  have T0 : T 0 = 0 := mQ.injective ((hG _).trans (by simp [cumul]))
  have T1 : T 1 = 1 := mQ.injective
    ((hG _).trans ((hPc o).trans (hp.mass.trans (hq.mass.symm.trans (hQc o).symm))))
  have maps : MapsTo T (Icc 0 1) (Icc 0 1) := fun x hx =>
    ⟨T0.symm.le.trans (mT.monotone hx.1), (mT.monotone hx.2).trans T1.le⟩
  have surj : SurjOn T (Icc 0 1) (Icc 0 1) := by
    have h := intermediate_value_Icc (zero_le_one' ℝ) cT.continuousOn
    rw [T0, T1] at h
    exact h
  have dG : ∀ y, HasDerivAt G (Q (G y))⁻¹ y := fun y =>
    HasDerivAt.of_local_left_inverse cG.continuousAt (dQ (G y)) (hne _)
      (Filter.Eventually.of_forall hG)
  have hT : Carries p q T := by
    refine ⟨fun x => (Q (T x))⁻¹ * P x, ⟨mT.strictMonoOn _, ⟨maps, mT.injective.injOn, surj⟩,
      fun x _ => ((dG _).comp x (dP x)).hasDerivWithinAt,
      (((cQ.comp cT).inv₀ fun x => hne _).mul cP).continuousOn⟩, fun x hx => ?_⟩
    rw [← hQq (maps hx), ← hPp hx]
    exact mul_inv_cancel_left₀ (hne _) _
  refine ⟨T, hT, fun S hS x hx => mQ.injective ?_⟩
  -- a competitor accumulates the same probability, hence is the same map
  have hSx : S x ∈ Icc (0 : ℝ) 1 := by
    obtain ⟨S', hc, -⟩ := hS
    exact hc.bij.mapsTo hx
  rw [hQc hSx, hQc (maps hx), cumul_conserved hp hq hS x hx, cumul_conserved hp hq hT x hx]
```

## (e) The coordinate with a flat profile

Show that S carries p to the uniform density 1 exactly when

S(x) = C_p(x) for all x in [0,1].

**Solution.** For the uniform density the accumulated probability up to y is y itself. If S carries p to it, (c) therefore reads S(x) = C_p(x). Conversely, (d) supplies some T that carries p to the uniform density, and by the first half T = C_p on [0,1]. If S = C_p there, then S = T there, and S inherits every required property, since all of them concern [0,1] only.

The first half is `key`; the second transfers the properties with `congr`.

```lean
/-- A map carries a continuous positive density on `[0,1]` to the uniform density exactly when
it equals the cumulative distribution on `[0,1]`. -/
theorem uniform_iff_cumul {p : ℝ → ℝ} (hp : IsDensity p) (S : ℝ → ℝ) :
    Carries p (fun _ => 1) S ↔ EqOn S (cumul p) (Icc 0 1) := by
  have hu : IsDensity (fun _ => 1) := ⟨continuousOn_const, fun _ _ => one_pos, by simp⟩
  have key : ∀ R, Carries p (fun _ => 1) R → EqOn R (cumul p) (Icc 0 1) := by
    intro R hR x hx
    simpa [cumul] using cumul_conserved hp hu hR x hx
  refine ⟨key S, fun h => ?_⟩
  obtain ⟨T, hT, -⟩ := exists_unique_coordinate hp hu
  have hST : EqOn S T (Icc 0 1) := h.trans (key T hT).symm
  obtain ⟨T', hc, he⟩ := hT
  exact ⟨T', ⟨hc.mono.congr hST.symm, hc.bij.congr hST.symm,
    fun x hx => (hc.deriv x hx).congr (fun y hy => hST hy) (hST hx), hc.cont⟩,
    fun x hx => he x hx⟩
```

The last two parts use free energies. The density belonging to F is its Boltzmann weight, with no separate partition function. The additive constant in F must then make the weight integrate to one: a profile with Z = ∫₀¹ exp(−F(x)/kT) dx is first replaced by F + kT log Z.

```lean
/-- The Boltzmann weight `exp(-F/kT)` of a free-energy profile `F`, for `kT ≠ 0`. -/
def boltzmann (kT : ℝ) (F : ℝ → ℝ) (x : ℝ) : ℝ := Real.exp (-F x / kT)
```

## (f) The free-energy shift at one point

For real numbers f and g, kT > 0 and a local stretching factor s > 0, show that

exp(−g/kT) s = exp(−f/kT) exactly when g = f + kT log s.

**Solution.** Write s = exp(log s). The exponential is injective, so the first equation is equivalent to

−g/kT + log s = −f/kT.

Multiplying by −kT and rearranging gives the second, and each step can be reversed. Lean does the same with `Real.exp_log` and `Real.exp_eq_exp`.

```lean
/-- At positive temperature and for a positive stretching factor `s`, Boltzmann weights
transform as densities exactly when the free energies differ by `kT log s`. -/
theorem free_energy_shift {kT f g s : ℝ} (hk : 0 < kT) (hs : 0 < s) :
    Real.exp (-g / kT) * s = Real.exp (-f / kT) ↔ g = f + kT * Real.log s := by
  have h : Real.exp (-g / kT) * s = Real.exp (-g / kT + Real.log s) := by
    rw [Real.exp_add, Real.exp_log hs]
  have a : kT * (-g / kT) = -g := by field_simp
  have b : kT * (-f / kT) = -f := by field_simp
  rw [h, Real.exp_eq_exp]
  constructor
  · intro e
    have e' : kT * (-g / kT + Real.log s) = kT * (-f / kT) := by rw [e]
    rw [mul_add, a, b] at e'
    linarith
  · intro e
    apply mul_left_cancel₀ hk.ne'
    rw [mul_add, a, b]
    linarith
```

## (g) One free-energy profile turned into another

Let kT > 0, and let F and G now be free-energy profiles whose Boltzmann weights are densities. Show that exactly one change of coordinate T, as a map on [0,1], has T′ > 0 and

G(T(x)) = F(x) + kT log T′(x) on [0,1].

**Solution.** Put p = exp(−F/kT) and q = exp(−G/kT), and take T from (d). Since q(T(x)) T′(x) = p(x) > 0 and q > 0, the derivative T′(x) is positive. Part (f), with f = F(x), g = G(T(x)) and s = T′(x), gives the law. If S obeys the same law with S′ > 0, (f) read backwards shows that S carries p to q, and (d) gives S = T on [0,1].

For enhanced sampling along one bounded coordinate with a continuous, finite profile, this means that a barrier height depends on the coordinate as well as on the system; by (e), a relabelling can even flatten the profile and so remove the barrier from it. The trajectories of the system stay the same, so relabelling alone makes no crossing faster. That a collective variable of a real molecule has such a density is assumed here, not derived from its Hamiltonian.

```lean
/-- At positive temperature, let `F` and `G` be free-energy profiles whose Boltzmann weights are
continuous and normalised on `[0,1]`. Exactly one change of coordinate with positive derivative
turns `F` into `G` by the law `G(T(x)) = F(x) + kT log T'(x)`. -/
theorem profile_to_profile {kT : ℝ} {F G : ℝ → ℝ} (hk : 0 < kT)
    (hF : IsDensity (boltzmann kT F)) (hG : IsDensity (boltzmann kT G)) :
    ∃ T, (∃ T', IsCoordChange T T' ∧
        ∀ x ∈ Icc (0 : ℝ) 1, 0 < T' x ∧ G (T x) = F x + kT * Real.log (T' x)) ∧
      ∀ S S', IsCoordChange S S' →
        (∀ x ∈ Icc (0 : ℝ) 1, 0 < S' x ∧ G (S x) = F x + kT * Real.log (S' x)) →
        EqOn S T (Icc 0 1) := by
  obtain ⟨T, ⟨T', hc, he⟩, huniq⟩ := exists_unique_coordinate hF hG
  refine ⟨T, ⟨T', hc, fun x hx => ?_⟩, fun S S' hS h => huniq S ⟨S', hS, fun x hx => ?_⟩⟩
  · have hpos : 0 < T' x := by
      refine (mul_pos_iff_of_pos_left (hG.pos _ (hc.bij.mapsTo hx))).1 ?_
      rw [he x hx]
      exact hF.pos x hx
    exact ⟨hpos, (free_energy_shift hk hpos).1 (he x hx)⟩
  · exact (free_energy_shift hk (h x hx).1).2 (h x hx).2

end

end ProfileCoordinateChange
```

```lean
#print axioms ProfileCoordinateChange.exists_unique_coordinate
-- 'ProfileCoordinateChange.exists_unique_coordinate' depends on axioms: [propext, Classical.choice, Quot.sound]
#print axioms ProfileCoordinateChange.uniform_iff_cumul
-- 'ProfileCoordinateChange.uniform_iff_cumul' depends on axioms: [propext, Classical.choice, Quot.sound]
#print axioms ProfileCoordinateChange.profile_to_profile
-- 'ProfileCoordinateChange.profile_to_profile' depends on axioms: [propext, Classical.choice, Quot.sound]
```

## Reversing the direction of the coordinate

The same argument gives exactly one decreasing C¹ bijection S of [0,1] with q(S(x)) |S′(x)| = p(x). Apply (d) to p and the reflected density y ↦ q(1 − y), and set S = 1 − T. This corollary is argued in words and has no Lean proof here.
